# In reduced units, a planar Thomas–Fermi electron cloud whose potential vanishes at infinity has the potential profile 400/(x+a)⁴

## Is one boundary condition at infinity enough?

Let $x\ge 0$ be the distance from a positively charged plane into the electron cloud in front of it, and let $u(x)>0$ be the electrostatic potential, measured so that the local electron density is proportional to $u^{3/2}$. Write $v=u'$ for its slope, and choose the unit of length so that Poisson's equation reads $u''=u^{3/2}$. There is no positive background in the region $x>0$.

I tried a power law and found that $u=400/(x+a)^4$ solves this for every $a>0$. But the equation is of second order, so I expect two free constants, and linearised screening has taught me to expect an exponential tail. Could there be other decaying solutions? And if I only ask that $u\to0$, must I also demand that the field vanishes at infinity?

## Decay of the potential leaves one free length

There are no other positive solutions on the half-line that tend to zero, and the vanishing of the field follows from that of the potential. The one remaining constant, $a$, is fixed by the potential at the surface.

The exponential tail belongs to small disturbances of a gas with a fixed background density. Here the density itself goes to zero. A small change $\delta$ of the potential obeys $\delta''=\tfrac32u^{1/2}\delta$, so the local screening length is proportional to $u^{-1/4}$ and grows as the cloud thins out. The derivation shows that it grows exactly linearly.

### From the equation to the profile

**The slope increases.** Since $v'=u^{3/2}>0$, $v$ is strictly increasing.

**The slope tends to zero.** For $x\ge0$ the mean value theorem gives a point $c$ between $x$ and $x+1$ with $v(c)=u(x+1)-u(x)$. As $v$ increases,
$$v(x)\le u(x+1)-u(x)\le v(x+1).$$
Using the right-hand inequality one unit earlier, we get for $x\ge1$
$$u(x)-u(x-1)\le v(x)\le u(x+1)-u(x).$$
Both bounds tend to zero, and so does $v$. A strictly increasing function with limit zero is negative everywhere, so $v(x)<0$ for all $x\ge0$. If there is also no field behind the plane, Gauss's law says that the electrons neutralise the charge on the plane.

**The first integral vanishes.** We have
$$\frac{d}{dx}\left(v^2-\tfrac45u^{5/2}\right)=2v\,u^{3/2}-2u^{3/2}v=0,$$
so the bracket is constant. It tends to zero at infinity, hence
$$v^2=\tfrac45u^{5/2}.$$
This is where the first of the two expected constants goes.

**A fourth root straightens the curve.** As $v<0$, the negative root applies: $v=-\tfrac{2}{\sqrt5}u^{5/4}$. Therefore
$$\frac{d}{dx}\left(\sqrt{20}\,u^{-1/4}\right)=-\frac{\sqrt{20}}4u^{-5/4}v=\frac{\sqrt{20}}4\cdot\frac2{\sqrt5}=1.$$
Integrating from the surface gives
$$\sqrt{20}\,u(x)^{-1/4}=x+a,\qquad a=\sqrt{20}\,u(0)^{-1/4}>0.$$
Taking fourth powers, $400/u(x)=(x+a)^4$, which is the profile. At $x=0$ it reads $u(0)=400/a^4$, and only one positive $a$ satisfies this.

**Every such length occurs.** Conversely, for $a>0$ the profile has $u'=-1600/(x+a)^5$ and
$$u''=\frac{8000}{(x+a)^6}=\left(\frac{400}{(x+a)^4}\right)^{3/2},$$
and it tends to zero at infinity.

### A strongly charged surface

For $x>0$ we have $x+a>x$, so $u(x)<400/x^4$ whatever the surface potential. Moreover
$$x^4u(x)=400\left(1-\frac a{x+a}\right)^4\to400\quad\text{as }x\to\infty,$$
so the leading tail retains no memory of the surface. In the limit $a\to0$ the surface potential $400/a^4$ grows without bound, while at any fixed $x>0$ the potential only rises towards $400/x^4$. Far from the plane, further charging has almost no effect.

### What the Lean statements say

The structure `PlanarCloud u v` collects the assumptions on two functions `u v : ℝ → ℝ`:

- `pos` says that $u(x)>0$ for every $x\ge0$. Physically, the cloud has no edge at a finite distance.
- `deriv_u` says that `v x` is the derivative of `u` at `x`.
- `deriv_v` says that the derivative of `v` at `x` is `u x ^ (3 / 2 : ℝ)`, with a real exponent. This is Poisson's equation combined with the Thomas–Fermi density.

The derivatives are taken within `Ici 0`, the set $[0,\infty)$. They are one-sided at the surface and ordinary derivatives beyond it. The functions are defined on the whole real line, but nothing is required of them at negative $x$. The word "depth" in the comments means distance from the plane into the cloud.

The hypothesis `Tendsto u atTop (𝓝 0)` is the decay of the potential, and no condition on `v` at infinity is assumed. Under these hypotheses `algebraic_decay` states that exactly one real $a$ is positive and satisfies $u(x)=400/(x+a)^4$ for all $x\ge0$. The theorem `algebraic_profile_witness` is the converse, while `universal_tail` and `saturation_bound` give the limit and the inequality for a strongly charged surface.

In Hartree atomic units, with distance $z$ and potential $\varphi$ relative to the chemical potential, the equation is $\varphi''=\kappa\varphi^{3/2}$ with $\kappa=8\sqrt2/(3\pi)$. Setting $x=\sqrt\kappa\,z$ and $u=\varphi$ removes the constant.

The step from real electrons to this equation is assumed: the density is taken to follow the local potential as in a uniform gas, without exchange, correlation or gradient corrections. That relation is least reliable in the dilute tail, so the power law describes the model and should not be read as the tail of a real metal surface. In orbital-free electronic-structure work, the profile can serve as a reference for a planar solver restricted to this Thomas–Fermi functional.

```lean
import Mathlib

open Filter Topology Set

namespace PlanarThomasFermi

/-- A planar Thomas-Fermi cloud on the half-line `x ≥ 0` in reduced units: the potential `u` is
positive, `v` is its slope, and `u'' = u^(3/2)`, with one-sided derivatives at the surface. -/
structure PlanarCloud (u v : ℝ → ℝ) : Prop where
  pos : ∀ x, 0 ≤ x → 0 < u x
  deriv_u : ∀ x, 0 ≤ x → HasDerivWithinAt u (v x) (Ici 0) x
  deriv_v : ∀ x, 0 ≤ x → HasDerivWithinAt v (u x ^ (3 / 2 : ℝ)) (Ici 0) x

/-- A quantity whose derivative vanishes on the half-line `x ≥ 0` keeps its surface value. -/
theorem conserved {f : ℝ → ℝ} (h : ∀ x, 0 ≤ x → HasDerivWithinAt f 0 (Ici 0) x)
    {x : ℝ} (hx : 0 ≤ x) : f x = f 0 :=
  constant_of_has_deriv_right_zero
    (fun y hy => (h y hy.1).continuousWithinAt.mono Icc_subset_Ici_self)
    (fun y hy => (h y hy.1).mono (Ici_subset_Ici.2 hy.1)) x ⟨hx, le_rfl⟩

variable {u v : ℝ → ℝ}

/-- The slope of the potential of a planar cloud increases strictly with depth. -/
theorem slope_strictMono (S : PlanarCloud u v) : StrictMonoOn v (Ici 0) := by
  apply strictMonoOn_of_deriv_pos (convex_Ici 0)
  · exact fun y hy => (S.deriv_v y hy).continuousWithinAt
  · intro y hy
    rw [interior_Ici] at hy
    have hy0 : 0 < y := hy
    rw [((S.deriv_v y hy0.le).hasDerivAt (Ici_mem_nhds hy0)).deriv]
    exact Real.rpow_pos_of_pos (S.pos y hy0.le) _

/-- If the potential of a planar cloud tends to zero at infinity, so does its slope. -/
theorem slope_tendsto_zero (S : PlanarCloud u v) (hu : Tendsto u atTop (𝓝 0)) :
    Tendsto v atTop (𝓝 0) := by
  have hm := (slope_strictMono S).monotoneOn
  -- the mean slope over a unit interval lies between the slopes at its ends
  have key : ∀ x, 0 ≤ x → v x ≤ u (x + 1) - u x ∧ u (x + 1) - u x ≤ v (x + 1) := by
    intro x hx
    obtain ⟨c, hc, he⟩ := exists_hasDerivAt_eq_slope u v (show x < x + 1 by linarith)
      (fun y hy => (S.deriv_u y (hx.trans hy.1)).continuousWithinAt.mono
        (fun z hz => hx.trans hz.1))
      (fun y hy => (S.deriv_u y (hx.trans hy.1.le)).hasDerivAt
        (Ici_mem_nhds (lt_of_le_of_lt hx hy.1)))
    have hc0 : 0 ≤ c := hx.trans hc.1.le
    have hx1 : 0 ≤ x + 1 := by linarith
    rw [add_sub_cancel_left, div_one] at he
    rw [← he]
    exact ⟨hm hx hc0 hc.1.le, hm hc0 hx1 hc.2.le⟩
  have h1 : Tendsto (fun x : ℝ => u (x + 1)) atTop (𝓝 0) :=
    hu.comp (tendsto_atTop_add_const_right atTop 1 tendsto_id)
  have h2 : Tendsto (fun x : ℝ => u (x + -1)) atTop (𝓝 0) :=
    hu.comp (tendsto_atTop_add_const_right atTop (-1) tendsto_id)
  have hup := h1.sub hu
  have hlo := hu.sub h2
  rw [sub_zero] at hup hlo
  refine tendsto_of_tendsto_of_tendsto_of_le_of_le' hlo hup ?_ ?_
  · filter_upwards [eventually_ge_atTop (1 : ℝ)] with x hx
    have h := (key (x + -1) (by linarith)).2
    rwa [neg_add_cancel_right] at h
  · filter_upwards [eventually_ge_atTop (0 : ℝ)] with x hx
    exact (key x hx).1

/-- If the potential of a planar cloud tends to zero at infinity, it falls at every depth. -/
theorem slope_neg (S : PlanarCloud u v) (hu : Tendsto u atTop (𝓝 0)) {x : ℝ} (hx : 0 ≤ x) :
    v x < 0 := by
  have hx1 : 0 ≤ x + 1 := by linarith
  have h1 : v x < v (x + 1) := slope_strictMono S hx hx1 (by linarith)
  have h2 : v (x + 1) ≤ 0 := by
    refine ge_of_tendsto (slope_tendsto_zero S hu) ?_
    filter_upwards [eventually_ge_atTop (x + 1)] with y hy
    exact (slope_strictMono S).monotoneOn hx1 (hx1.trans hy) hy
  linarith

/-- First integral: if the potential of a planar cloud tends to zero at infinity, then
`u'^2 = (4/5) u^(5/2)` at every depth. -/
theorem first_integral (S : PlanarCloud u v) (hu : Tendsto u atTop (𝓝 0)) {x : ℝ}
    (hx : 0 ≤ x) : v x ^ 2 = 4 / 5 * u x ^ (5 / 2 : ℝ) := by
  have hc : ∀ y, 0 ≤ y →
      v y * v y - 4 / 5 * u y ^ (5 / 2 : ℝ) = v 0 * v 0 - 4 / 5 * u 0 ^ (5 / 2 : ℝ) := by
    intro y hy
    refine conserved (f := fun z => v z * v z - 4 / 5 * u z ^ (5 / 2 : ℝ)) ?_ hy
    intro z hz
    have hp := (S.deriv_u z hz).rpow_const (p := (5 / 2 : ℝ)) (Or.inl (S.pos z hz).ne')
    refine (((S.deriv_v z hz).mul (S.deriv_v z hz)).sub
      (hp.const_mul (4 / 5))).congr_deriv ?_
    rw [show (5 / 2 : ℝ) - 1 = 3 / 2 by norm_num]
    ring
  -- the conserved quantity vanishes at infinity
  have hv := slope_tendsto_zero S hu
  have hl : Tendsto (fun y => v y * v y - 4 / 5 * u y ^ (5 / 2 : ℝ)) atTop
      (𝓝 (0 * 0 - 4 / 5 * (0 : ℝ) ^ (5 / 2 : ℝ))) :=
    (hv.mul hv).sub ((hu.rpow_const (Or.inr (by norm_num))).const_mul (4 / 5))
  rw [Real.zero_rpow (by norm_num)] at hl
  have h0 := tendsto_nhds_unique hl (tendsto_const_nhds.congr' (by
    filter_upwards [eventually_ge_atTop (0 : ℝ)] with y hy
    exact (hc y hy).symm))
  linarith [hc x hx, sq (v x)]

/-- If the potential of a planar cloud tends to zero at infinity, then `√20 u^(-1/4)` grows
linearly with depth, with unit slope. -/
theorem linear_law (S : PlanarCloud u v) (hu : Tendsto u atTop (𝓝 0)) {x : ℝ} (hx : 0 ≤ x) :
    √20 * u x ^ (-1 / 4 : ℝ) = x + √20 * u 0 ^ (-1 / 4 : ℝ) := by
  have h := conserved (f := fun z => √20 * u z ^ (-1 / 4 : ℝ) - z) (fun z hz => by
    have hz0 := S.pos z hz
    have hd := (S.deriv_u z hz).rpow_const (p := (-1 / 4 : ℝ)) (Or.inl hz0.ne')
    refine ((hd.const_mul √20).sub (hasDerivWithinAt_id z (Ici 0))).congr_deriv ?_
    have hs : √20 ^ 2 = (20 : ℝ) := Real.sq_sqrt (by norm_num)
    have hs0 : 0 < √(20 : ℝ) := Real.sqrt_pos.2 (by norm_num)
    have hp0 : 0 < u z ^ (-1 / 4 - 1 : ℝ) := Real.rpow_pos_of_pos hz0 _
    have hp : u z ^ (-1 / 4 - 1 : ℝ) * u z ^ (-1 / 4 - 1 : ℝ) * u z ^ (5 / 2 : ℝ) = 1 := by
      rw [← Real.rpow_add hz0, ← Real.rpow_add hz0]
      norm_num
    have hv := first_integral S hu hz
    have hn : 0 < v z * (-1 / 4) := by linarith [slope_neg S hu hz]
    -- the slope is positive and its square is one
    have h1 : √20 * (v z * (-1 / 4) * u z ^ (-1 / 4 - 1 : ℝ)) = 1 := by
      refine (sq_eq_sq₀ (mul_pos hs0 (mul_pos hn hp0)).le zero_le_one).1 ?_
      linear_combination (v z ^ 2 * (u z ^ (-1 / 4 - 1 : ℝ)) ^ 2 / 16) * hs
        + (20 / 16 * (u z ^ (-1 / 4 - 1 : ℝ)) ^ 2) * hv + hp
    rw [h1, sub_self]) hx
  simp only [sub_zero] at h
  linarith

/-- A planar Thomas-Fermi cloud whose potential tends to zero at infinity has the algebraic
profile `u(x) = 400/(x+a)^4` for exactly one length `a > 0`. -/
theorem algebraic_decay (S : PlanarCloud u v) (hu : Tendsto u atTop (𝓝 0)) :
    ∃! a : ℝ, 0 < a ∧ ∀ x, 0 ≤ x → u x = 400 / (x + a) ^ 4 := by
  have hs : √20 ^ 2 = (20 : ℝ) := Real.sq_sqrt (by norm_num)
  have ha : 0 < √20 * u 0 ^ (-1 / 4 : ℝ) :=
    mul_pos (Real.sqrt_pos.2 (by norm_num)) (Real.rpow_pos_of_pos (S.pos 0 le_rfl) _)
  have hsol : ∀ x, 0 ≤ x → u x = 400 / (x + √20 * u 0 ^ (-1 / 4 : ℝ)) ^ 4 := by
    intro x hx
    have hp := S.pos x hx
    have hw : u x ^ (-1 / 4 : ℝ) * u x ^ (-1 / 4 : ℝ) * u x ^ (-1 / 4 : ℝ)
        * u x ^ (-1 / 4 : ℝ) * u x ^ (1 : ℝ) = 1 := by
      rw [← Real.rpow_add hp, ← Real.rpow_add hp, ← Real.rpow_add hp, ← Real.rpow_add hp]
      norm_num
    rw [Real.rpow_one] at hw
    rw [eq_div_iff (pow_pos (by linarith) 4).ne', ← linear_law S hu hx]
    linear_combination √20 ^ 4 * hw + (√20 ^ 2 + 20) * hs
  refine ⟨_, ⟨ha, hsol⟩, ?_⟩
  -- the surface value fixes the length
  rintro b ⟨hb, hbs⟩
  have e := (hbs 0 le_rfl).symm.trans (hsol 0 le_rfl)
  rw [zero_add, zero_add, div_eq_div_iff (pow_pos hb 4).ne' (pow_pos ha 4).ne'] at e
  exact (pow_left_inj₀ hb.le ha.le (by norm_num : 4 ≠ 0)).1 (by linarith)

/-- Conversely, for every `a > 0` the profile `400/(x+a)^4`, with slope `-1600/(x+a)^5`, is a
planar Thomas-Fermi cloud whose potential tends to zero at infinity. -/
theorem algebraic_profile_witness {a : ℝ} (ha : 0 < a) :
    PlanarCloud (fun x => 400 / (x + a) ^ 4) (fun x => -1600 / (x + a) ^ 5) ∧
      Tendsto (fun x : ℝ => 400 / (x + a) ^ 4) atTop (𝓝 0) := by
  have hpow : ∀ z : ℝ, 0 ≤ z → (z ^ 2) ^ (3 / 2 : ℝ) = z ^ 3 := by
    intro z hz
    rw [← Real.rpow_natCast z 2, ← Real.rpow_mul hz, ← Real.rpow_natCast z 3]
    norm_num
  refine ⟨⟨fun x hx => by positivity, fun x hx => ?_, fun x hx => ?_⟩, ?_⟩
  · have h := ((hasDerivAt_id' x).add_const a).fun_pow 4
    refine (((hasDerivAt_const x (400 : ℝ)).fun_div h
      (by positivity)).congr_deriv ?_).hasDerivWithinAt
    rw [div_eq_div_iff (by positivity) (by positivity)]
    norm_num
    ring
  · have h := ((hasDerivAt_id' x).add_const a).fun_pow 5
    refine (((hasDerivAt_const x (-1600 : ℝ)).fun_div h
      (by positivity)).congr_deriv ?_).hasDerivWithinAt
    rw [show 400 / (x + a) ^ 4 = (20 / (x + a) ^ 2) ^ 2 by rw [div_pow]; ring,
      hpow _ (by positivity), div_pow, div_eq_div_iff (by positivity) (by positivity)]
    norm_num
    ring
  · exact ((tendsto_pow_atTop (by norm_num : 4 ≠ 0)).comp
      (tendsto_atTop_add_const_right atTop a tendsto_id)).const_div_atTop 400

/-- Universal tail: if the potential of a planar cloud tends to zero at infinity, then
`x^4 u(x)` tends to 400, whatever the surface value. -/
theorem universal_tail (S : PlanarCloud u v) (hu : Tendsto u atTop (𝓝 0)) :
    Tendsto (fun x => x ^ 4 * u x) atTop (𝓝 400) := by
  obtain ⟨a, ⟨ha, hs⟩, -⟩ := algebraic_decay S hu
  have h0 : Tendsto (fun x : ℝ => a / (x + a)) atTop (𝓝 0) :=
    (tendsto_atTop_add_const_right atTop a tendsto_id).const_div_atTop a
  have h1 : Tendsto (fun x : ℝ => 400 * (1 - a / (x + a)) ^ 4) atTop
      (𝓝 (400 * (1 - 0) ^ 4)) := ((tendsto_const_nhds.sub h0).pow 4).const_mul 400
  rw [show (400 : ℝ) * (1 - 0) ^ 4 = 400 by norm_num] at h1
  refine h1.congr' ?_
  filter_upwards [eventually_ge_atTop (0 : ℝ)] with x hx
  have hne : x + a ≠ 0 := by positivity
  have h2 : 1 - a / (x + a) = x / (x + a) := by
    rw [eq_div_iff hne, sub_mul, div_mul_cancel₀ _ hne]
    ring
  rw [hs x hx, h2, div_pow]
  ring

/-- Saturation bound: if the potential of a planar cloud tends to zero at infinity, then at each
depth `x > 0` it lies below `400/x^4`, whatever the surface value. -/
theorem saturation_bound (S : PlanarCloud u v) (hu : Tendsto u atTop (𝓝 0)) {x : ℝ}
    (hx : 0 < x) : u x < 400 / x ^ 4 := by
  obtain ⟨a, ⟨ha, hs⟩, -⟩ := algebraic_decay S hu
  rw [hs x hx.le]
  exact div_lt_div_of_pos_left (by norm_num) (by positivity)
    (pow_lt_pow_left₀ (by linarith) hx.le (by norm_num))

end PlanarThomasFermi
```

```lean
#print axioms PlanarThomasFermi.algebraic_decay
#print axioms PlanarThomasFermi.universal_tail
#print axioms PlanarThomasFermi.saturation_bound
```

```
'PlanarThomasFermi.algebraic_decay' depends on axioms: [propext, Classical.choice, Quot.sound]
'PlanarThomasFermi.universal_tail' depends on axioms: [propext, Classical.choice, Quot.sound]
'PlanarThomasFermi.saturation_bound' depends on axioms: [propext, Classical.choice, Quot.sound]
```

### How the lemmas carry the argument

`conserved` states that a function with zero derivative on the half-line keeps its value at $0$. It is used twice, for the first integral and for the linear law.

`slope_strictMono` obtains the increase of $v$ from its positive derivative at interior points, together with continuity up to the surface. In `slope_tendsto_zero`, the intermediate claim `key` is the pair of mean-value inequalities, and the limit follows by squeezing $v$ between two differences of $u$. `slope_neg` then compares three points: $v(x)<v(x+1)$, and $v(x+1)\le0$ because all later slopes are at least as large and tend to zero.

In `first_integral`, differentiation shows that $v^2-\tfrac45u^{5/2}$ is constant, and uniqueness of limits identifies the constant as zero.

`linear_law` differs slightly from the calculation above. It does not solve for $v$ by taking a root. It shows that the derivative of $\sqrt{20}\,u^{-1/4}$ has square one, using the first integral, and that it is positive, using `slope_neg`; so it equals one. Subtracting $x$ leaves a function with zero derivative, to which `conserved` applies.

`algebraic_decay` takes the fourth power through the identity $(u^{-1/4})^4u=1$. For uniqueness it compares two candidate profiles at $x=0$ and uses the fact that positive numbers with equal fourth powers are equal.

The converse is checked by differentiating the two quotients, with the power $3/2$ handled by writing $400/(x+a)^4$ as the square of $20/(x+a)^2$. The last two theorems insert the explicit profile: `universal_tail` takes the limit of $400(1-a/(x+a))^4$ and then identifies this expression with $x^4u(x)$, and `saturation_bound` compares the denominators $(x+a)^4$ and $x^4$.
